# With nearest-neighbour hopping amplitude +1, the kagome lattice has a flat lowest band at energy −2

Give every cell of the kagome lattice the same three real amplitudes \(x_0, x_1, x_2\), one for each sublattice. Each site has four neighbours, two on each of the other sublattices. Unit hopping therefore replaces \(x_0\) by

\[
2x_1+2x_2 = 2(x_0+x_1+x_2)-2x_0 ,
\]

and likewise for the other two. If the amplitudes sum to zero, hopping multiplies them all by \(-2\). At other wave vectors the same cancellation occurs, with phases in the sum.

## Interference on a triangle at general wave vector

Let \(a\) and \(b\) be the phases that a plane wave gains along the two half lattice vectors. Measured in these half vectors, the sites of cell \((m,n)\) lie at \((2m,2n)\), \((2m+1,2n)\) and \((2m,2n+1)\). The neighbours of any site form two opposite pairs, and a pair with phases \(\theta\pm\varphi\) contributes

\[
e^{i(\theta+\varphi)}+e^{i(\theta-\varphi)}=2\cos\varphi\,e^{i\theta}.
\]

The phase \(\varphi\) is \(a\) between sublattices 0 and 1, \(b\) between 0 and 2, and \(a-b\) between 1 and 2. The Bloch matrix is therefore

\[
H=\begin{pmatrix}0&2\cos a&2\cos b\\2\cos a&0&2\cos(a-b)\\2\cos b&2\cos(a-b)&0\end{pmatrix}.
\]

For a real vector \(x\), set

\[
A=x_0+\cos a\,x_1+\cos b\,x_2,\qquad B=\sin a\,x_1+\sin b\,x_2 .
\]

Then \(A+iB=x_0+e^{ia}x_1+e^{ib}x_2\) is the phased sum over one triangle. Expanding the squares and using \(\cos a\cos b+\sin a\sin b=\cos(a-b)\) gives

\[
A^2+B^2=|x|^2+2\cos a\,x_0x_1+2\cos b\,x_0x_2+2\cos(a-b)\,x_1x_2 ,
\]

so that

\[
x\cdot Hx=-2|x|^2+2(A^2+B^2).
\]

If \(Hx=-2x\), the squares must vanish, and \(A=B=0\). Conversely, the components of \((H+2)x\) are \(2A\), \(2(\cos a\,A+\sin a\,B)\) and \(2(\cos b\,A+\sin b\,B)\), which are zero when \(A=B=0\).

These are two linear equations in three unknowns. One solution is

\[
x=(\sin(a-b),\ \sin b,\ -\sin a),
\]

to be divided by \(\sqrt{\sin^2(a-b)+\sin^2a+\sin^2b}\) for unit norm. It vanishes exactly when \(\sin a=\sin b=0\). There \((\cos a,-1,0)/\sqrt2\) is a normalised solution. Hence \(-2\) is an eigenvalue for all \(a,b\). It is also the lowest: if \(Hx=Ex\) with \(x\neq0\), then \((E+2)|x|^2=2(A^2+B^2)\ge0\).

## The two dispersive bands

Write \(P=\cos a\cos b\cos(a-b)\). Squaring \(\cos(a-b)-\cos a\cos b=\sin a\sin b\) and replacing \(\sin^2\) by \(1-\cos^2\) on the right gives

\[
\cos^2a+\cos^2b+\cos^2(a-b)=1+2P .
\]

The secular determinant therefore factorises:

\[
\det(E-H)=E^3-4(1+2P)E-16P=(E+2)(E^2-2E-8P).
\]

The remaining roots are \(1\pm\sqrt{1+8P}\). They are real because \(2\cos a\cos b=\cos(a-b)+\cos(a+b)\) leads to

\[
1+8P=\bigl(2\cos(a-b)+\cos(a+b)\bigr)^2+\sin^2(a+b)\ge0 .
\]

The lower root equals \(-2\) exactly when \(P=1\). Then the three squared cosines sum to 3, so each is 1 and \(\sin a=\sin b=0\). Conversely, if both sines vanish, \(\cos(a-b)=\cos a\cos b\) and \(P=\cos^2a\cos^2b=1\). Since \(a\) and \(b\) are phases along half lattice vectors, these points are all equivalent to the zone centre.

For this non-interacting model with one orbital per site, a band-structure program should return \(-2\) at every k-point, and a state in that band has zero group velocity wherever the band is isolated.

## From lattice hopping to the Bloch matrix in Lean

```lean
import Mathlib

open Matrix

namespace KagomeFlatBand

noncomputable section
```

The matrix is real, with rows and columns numbered 0, 1, 2 by `Fin 3`. Its arguments are arbitrary real phases, so every finite k-point grid is included.

```lean
/-- The kagome Bloch matrix for unit hopping; `a` and `b` are the phases gained along the
two half lattice vectors. -/
def kagomeBloch (a b : ℝ) : Matrix (Fin 3) (Fin 3) ℝ :=
  !![0, 2 * Real.cos a, 2 * Real.cos b;
     2 * Real.cos a, 0, 2 * Real.cos (a - b);
     2 * Real.cos b, 2 * Real.cos (a - b), 0]
```

The lattice operator is defined independently of the matrix. An amplitude `ψ s m n` belongs to sublattice `s` in cell `(m, n)`, and `hop` lists the four neighbours explicitly. The hopping amplitude is \(+1\), which fixes both the energy unit and the sign; for a Hamiltonian with amplitude \(-t\), \(t>0\), the flat band is the highest, at \(+2t\).

```lean
/-- Nearest-neighbour hopping on the infinite kagome lattice: `ψ s m n` is the amplitude on
sublattice `s` of cell `(m, n)`, and each site collects the amplitudes of its four neighbours. -/
def hop (ψ : Fin 3 → ℤ → ℤ → ℂ) : Fin 3 → ℤ → ℤ → ℂ
  | 0, m, n => ψ 1 m n + ψ 1 (m - 1) n + (ψ 2 m n + ψ 2 m (n - 1))
  | 1, m, n => ψ 0 m n + ψ 0 (m + 1) n + (ψ 2 m n + ψ 2 (m + 1) (n - 1))
  | 2, m, n => ψ 0 m n + ψ 0 m (n + 1) + (ψ 1 m n + ψ 1 (m - 1) (n + 1))
```

A plane wave is evaluated at integer coordinates in half lattice vectors, and a Bloch wave multiplies it by a complex amplitude for each sublattice.

```lean
/-- The plane wave at the point with coordinates `(x, y)` in units of half lattice vectors. -/
def planeWave (a b : ℝ) (x y : ℤ) : ℂ :=
  Complex.exp (((x * a + y * b : ℝ) : ℂ) * Complex.I)

/-- The Bloch wave with sublattice amplitudes `u`; the three sites of cell `(m, n)` sit at
`(2m, 2n)`, `(2m + 1, 2n)` and `(2m, 2n + 1)` in half lattice vectors. -/
def blochWave (a b : ℝ) (u : Fin 3 → ℂ) : Fin 3 → ℤ → ℤ → ℂ
  | 0, m, n => u 0 * planeWave a b (2 * m) (2 * n)
  | 1, m, n => u 1 * planeWave a b (2 * m + 1) (2 * n)
  | 2, m, n => u 2 * planeWave a b (2 * m) (2 * n + 1)
```

The sum over an opposite pair is the next lemma. Its hypotheses `h` and `h'` say that the two phases are \(\theta+\varphi\) and \(\theta-\varphi\), where \(\theta\) is the phase at the centre. The proof splits the exponentials and writes the cosine as a sum of exponentials.

```lean
/-- Plane waves at two points whose phases differ by `φ` and `-φ` from a central point add up
to `2 cos φ` times the wave at the centre. -/
theorem planeWave_add (a b φ : ℝ) {x y x' y' x₀ y₀ : ℤ}
    (h : (x * a + y * b : ℝ) = (x₀ * a + y₀ * b) + φ)
    (h' : (x' * a + y' * b : ℝ) = (x₀ * a + y₀ * b) - φ) :
    planeWave a b x y + planeWave a b x' y'
      = 2 * Complex.cos (φ : ℂ) * planeWave a b x₀ y₀ := by
  unfold planeWave
  rw [h, h', Complex.two_cos]
  generalize (x₀ * a + y₀ * b : ℝ) = θ
  have e1 : ((θ + φ : ℝ) : ℂ) * Complex.I = θ * Complex.I + φ * Complex.I := by
    push_cast; ring
  have e2 : ((θ - φ : ℝ) : ℂ) * Complex.I = θ * Complex.I + -φ * Complex.I := by
    push_cast; ring
  rw [e1, e2, Complex.exp_add, Complex.exp_add]
  ring
```

The following theorem connects lattice and matrix: hopping on a Bloch wave gives the Bloch wave with amplitudes \(Hu\). The facts `r0`, `r1`, `r2` are the rows of \(Hu\). For each sublattice, `p` and `q` are the two opposite pairs, and `linear_combination` adds them with their amplitudes, leaving an algebraic identity to check.

```lean
/-- Hopping on the kagome lattice maps a Bloch wave to the Bloch wave whose sublattice
amplitudes are multiplied by the kagome Bloch matrix. -/
theorem hop_blochWave (a b : ℝ) (u : Fin 3 → ℂ) :
    hop (blochWave a b u)
      = blochWave a b ((kagomeBloch a b).map Complex.ofReal *ᵥ u) := by
  have r0 : ((kagomeBloch a b).map Complex.ofReal *ᵥ u) 0
      = 2 * Complex.cos a * u 1 + 2 * Complex.cos b * u 2 := by
    simp [kagomeBloch, Matrix.mulVec, dotProduct, Fin.sum_univ_three]
  have r1 : ((kagomeBloch a b).map Complex.ofReal *ᵥ u) 1
      = 2 * Complex.cos a * u 0 + 2 * Complex.cos ((a - b : ℝ) : ℂ) * u 2 := by
    simp [kagomeBloch, Matrix.mulVec, dotProduct, Fin.sum_univ_three]
  have r2 : ((kagomeBloch a b).map Complex.ofReal *ᵥ u) 2
      = 2 * Complex.cos b * u 0 + 2 * Complex.cos ((a - b : ℝ) : ℂ) * u 1 := by
    simp [kagomeBloch, Matrix.mulVec, dotProduct, Fin.sum_univ_three]
  funext s m n
  -- on each sublattice the four neighbours form two opposite pairs
  match s with
  | 0 =>
    have p : planeWave a b (2 * m + 1) (2 * n) + planeWave a b (2 * (m - 1) + 1) (2 * n)
        = 2 * Complex.cos a * planeWave a b (2 * m) (2 * n) :=
      planeWave_add a b a (by push_cast; ring) (by push_cast; ring)
    have q : planeWave a b (2 * m) (2 * n + 1) + planeWave a b (2 * m) (2 * (n - 1) + 1)
        = 2 * Complex.cos b * planeWave a b (2 * m) (2 * n) :=
      planeWave_add a b b (by push_cast; ring) (by push_cast; ring)
    simp only [hop, blochWave, r0]
    linear_combination u 1 * p + u 2 * q
  | 1 =>
    have p : planeWave a b (2 * (m + 1)) (2 * n) + planeWave a b (2 * m) (2 * n)
        = 2 * Complex.cos a * planeWave a b (2 * m + 1) (2 * n) :=
      planeWave_add a b a (by push_cast; ring) (by push_cast; ring)
    have q : planeWave a b (2 * (m + 1)) (2 * (n - 1) + 1) + planeWave a b (2 * m) (2 * n + 1)
        = 2 * Complex.cos ((a - b : ℝ) : ℂ) * planeWave a b (2 * m + 1) (2 * n) :=
      planeWave_add a b (a - b) (by push_cast; ring) (by push_cast; ring)
    simp only [hop, blochWave, r1]
    linear_combination u 0 * p + u 2 * q
  | 2 =>
    have p : planeWave a b (2 * m) (2 * (n + 1)) + planeWave a b (2 * m) (2 * n)
        = 2 * Complex.cos b * planeWave a b (2 * m) (2 * n + 1) :=
      planeWave_add a b b (by push_cast; ring) (by push_cast; ring)
    have q : planeWave a b (2 * m + 1) (2 * n) + planeWave a b (2 * (m - 1) + 1) (2 * (n + 1))
        = 2 * Complex.cos ((a - b : ℝ) : ℂ) * planeWave a b (2 * m) (2 * n + 1) :=
      planeWave_add a b (a - b) (by push_cast; ring) (by push_cast; ring)
    simp only [hop, blochWave, r2]
    linear_combination u 0 * p + u 1 * q
```

Here `hop` acts on arbitrary functions on the infinite lattice, without a Hilbert space or boundary conditions. Inserting a real eigenvector of \(H\) for `u` gives a lattice wave with the same eigenvalue, a consequence that the file leaves unstated.

## The sum of squares and the flat band in Lean

From here on the amplitudes are real, which suffices for finding the eigenvalues of a real symmetric matrix. The product `*ᵥ` applies a matrix to a vector, and `⬝ᵥ` is the dot product.

```lean
/-- The three components of the kagome Bloch matrix applied to a vector of amplitudes. -/
theorem bloch_rows (a b : ℝ) (x : Fin 3 → ℝ) :
    (kagomeBloch a b *ᵥ x) 0 = 2 * Real.cos a * x 1 + 2 * Real.cos b * x 2 ∧
    (kagomeBloch a b *ᵥ x) 1 = 2 * Real.cos a * x 0 + 2 * Real.cos (a - b) * x 2 ∧
    (kagomeBloch a b *ᵥ x) 2 = 2 * Real.cos b * x 0 + 2 * Real.cos (a - b) * x 1 := by
  refine ⟨?_, ?_, ?_⟩ <;>
    simp [kagomeBloch, Matrix.mulVec, dotProduct, Fin.sum_univ_three]
```

The quadratic-form identity follows by inserting these rows and expanding \(\cos(a-b)\). The two multiples of \(\sin^2+\cos^2=1\) restore the coefficients of \(x_1^2\) and \(x_2^2\).

```lean
/-- The energy form of the kagome Bloch matrix is `-2` times the squared norm plus twice a sum
of two squares. -/
theorem energy_form (a b : ℝ) (x : Fin 3 → ℝ) :
    x ⬝ᵥ (kagomeBloch a b *ᵥ x) = -2 * (x ⬝ᵥ x)
      + 2 * ((x 0 + Real.cos a * x 1 + Real.cos b * x 2) ^ 2
        + (Real.sin a * x 1 + Real.sin b * x 2) ^ 2) := by
  obtain ⟨h0, h1, h2⟩ := bloch_rows a b x
  simp only [dotProduct, Fin.sum_univ_three, h0, h1, h2, Real.cos_sub]
  linear_combination -2 * x 1 ^ 2 * Real.sin_sq_add_cos_sq a
    - 2 * x 2 ^ 2 * Real.sin_sq_add_cos_sq b
```

The equivalence with \(A=B=0\) has the two directions derived above. In the first, `linarith` concludes that each square is zero. In the second, the coefficients of `hA` and `hB` are those in the components of \((H+2)x\).

```lean
/-- A vector of amplitudes satisfies the eigenvalue equation at energy `-2` exactly when two
linear interference conditions hold. -/
theorem flat_state_iff (a b : ℝ) (x : Fin 3 → ℝ) :
    kagomeBloch a b *ᵥ x = (-2 : ℝ) • x ↔
      x 0 + Real.cos a * x 1 + Real.cos b * x 2 = 0 ∧
      Real.sin a * x 1 + Real.sin b * x 2 = 0 := by
  constructor
  · intro h
    -- at energy -2 the sum of two squares must vanish
    have e := energy_form a b x
    rw [h, dotProduct_smul, smul_eq_mul] at e
    have hA := sq_nonneg (x 0 + Real.cos a * x 1 + Real.cos b * x 2)
    have hB := sq_nonneg (Real.sin a * x 1 + Real.sin b * x 2)
    exact ⟨(pow_eq_zero_iff two_ne_zero).mp (by linarith),
      (pow_eq_zero_iff two_ne_zero).mp (by linarith)⟩
  · rintro ⟨hA, hB⟩
    obtain ⟨h0, h1, h2⟩ := bloch_rows a b x
    funext i
    match i with
    | 0 =>
      rw [h0, Pi.smul_apply, smul_eq_mul]
      linear_combination 2 * hA
    | 1 =>
      rw [h1, Pi.smul_apply, smul_eq_mul, Real.cos_sub]
      linear_combination 2 * Real.cos a * hA + 2 * Real.sin a * hB
        - 2 * x 1 * Real.sin_sq_add_cos_sq a
    | 2 =>
      rw [h2, Pi.smul_apply, smul_eq_mul, Real.cos_sub]
      linear_combination 2 * Real.cos b * hA + 2 * Real.sin b * hB
        - 2 * x 2 * Real.sin_sq_add_cos_sq b
```

The main theorem states that for all real `a` and `b` there is a nonzero `x` with \(Hx=-2x\). The condition `x ≠ 0` makes this an eigenvalue statement. The case distinction selects one of the two explicit vectors, used without normalisation, and `flat_state_iff` reduces the eigenvalue equation to the two interference conditions.

```lean
/-- Kagome flat band: at every wave vector the Bloch matrix has an eigenvector with
eigenvalue `-2`. -/
theorem kagome_flat_band (a b : ℝ) :
    ∃ x : Fin 3 → ℝ, x ≠ 0 ∧ kagomeBloch a b *ᵥ x = (-2 : ℝ) • x := by
  by_cases h : Real.sin a = 0 ∧ Real.sin b = 0
  · -- the generic eigenvector vanishes here, so another one is used
    refine ⟨![Real.cos a, -1, 0], fun h0 => ?_, (flat_state_iff a b _).mpr ?_⟩
    · have := congrFun h0 1
      simp at this
    · simp [h.1]
  · refine ⟨![Real.sin (a - b), Real.sin b, -Real.sin a], fun h0 => h ⟨?_, ?_⟩,
      (flat_state_iff a b _).mpr ⟨?_, ?_⟩⟩
    · simpa using congrFun h0 2
    · simpa using congrFun h0 1
    · change Real.sin (a - b) + Real.cos a * Real.sin b + Real.cos b * -Real.sin a = 0
      rw [Real.sin_sub]
      ring
    · change Real.sin a * Real.sin b + Real.sin b * -Real.sin a = 0
      ring
```

The lower bound takes any real eigenpair. The proof assumes \(E<-2\), which makes \((E+2)|x|^2\) negative, and contradicts the sum of squares.

```lean
/-- No eigenvalue of the kagome Bloch matrix lies below `-2`. -/
theorem flat_band_lowest (a b E : ℝ) (x : Fin 3 → ℝ) (hx : x ≠ 0)
    (h : kagomeBloch a b *ᵥ x = E • x) : -2 ≤ E := by
  have e := energy_form a b x
  rw [h, dotProduct_smul, smul_eq_mul] at e
  have hn : 0 ≤ x ⬝ᵥ x := Finset.sum_nonneg fun i _ => mul_self_nonneg (x i)
  have hp : 0 < x ⬝ᵥ x :=
    lt_of_le_of_ne hn fun h0 => hx (dotProduct_self_eq_zero.mp h0.symm)
  by_contra hE
  have hneg : (E + 2) * (x ⬝ᵥ x) < 0 :=
    mul_neg_of_neg_of_pos (by linarith [not_le.mp hE]) hp
  have hA := sq_nonneg (x 0 + Real.cos a * x 1 + Real.cos b * x 2)
  have hB := sq_nonneg (Real.sin a * x 1 + Real.sin b * x 2)
  linarith
```

## Factorisation and band touching in Lean

The quantity \(1+8P\) gets a name, and the cosine identity is proved separately.

```lean
/-- The quantity under the square root in the two dispersive kagome bands. -/
def radicand (a b : ℝ) : ℝ := 1 + 8 * (Real.cos a * Real.cos b * Real.cos (a - b))

/-- The squared cosines of `a`, `b` and `a - b` add up to one plus twice the product of the three
cosines. -/
theorem cos_identity (a b : ℝ) :
    Real.cos a ^ 2 + Real.cos b ^ 2 + Real.cos (a - b) ^ 2
      = 1 + 2 * (Real.cos a * Real.cos b * Real.cos (a - b)) := by
  rw [Real.cos_sub]
  linear_combination Real.sin b ^ 2 * Real.sin_sq_add_cos_sq a
    + (1 - Real.cos a ^ 2) * Real.sin_sq_add_cos_sq b
```

The next theorem gives the factorised determinant for every real `E`, together with the sign of the radicand. That sign matters because Lean's real square root returns 0 for negative arguments. The steps `hs` and `hd` are the sum-of-squares form of \(1+8P\) and the expanded determinant. The last line combines the cosine identity with \((\sqrt{1+8P})^2=1+8P\).

```lean
/-- The secular determinant factorises into the flat band at `-2` and two dispersive bands at
`1 ± √(1 + 8 cos a cos b cos (a - b))`, with a nonnegative radicand. -/
theorem kagome_bands (a b E : ℝ) :
    0 ≤ radicand a b ∧
    (E • (1 : Matrix (Fin 3) (Fin 3) ℝ) - kagomeBloch a b).det
      = (E + 2) * (E - (1 + √(radicand a b))) * (E - (1 - √(radicand a b))) := by
  have hr : 0 ≤ radicand a b := by
    have h : 2 * Real.cos a * Real.cos b = Real.cos (a - b) + Real.cos (a + b) := by
      rw [Real.cos_sub, Real.cos_add]; ring
    have hs : radicand a b
        = (2 * Real.cos (a - b) + Real.cos (a + b)) ^ 2 + Real.sin (a + b) ^ 2 := by
      unfold radicand
      linear_combination 4 * Real.cos (a - b) * h - Real.sin_sq_add_cos_sq (a + b)
    rw [hs]
    positivity
  refine ⟨hr, ?_⟩
  have hd : (E • (1 : Matrix (Fin 3) (Fin 3) ℝ) - kagomeBloch a b).det
      = E ^ 3 - 4 * (Real.cos a ^ 2 + Real.cos b ^ 2 + Real.cos (a - b) ^ 2) * E
        - 16 * (Real.cos a * Real.cos b * Real.cos (a - b)) := by
    rw [Matrix.det_fin_three]
    simp [kagomeBloch]
    ring
  have hq := Real.sq_sqrt hr
  rw [hd]
  unfold radicand at hq ⊢
  linear_combination -4 * E * cos_identity a b + (E + 2) * hq
```

The touching condition is an equivalence. Forwards, the square root must be 3, and the cosine identity forces the squared sines to vanish. Backwards, the radicand is computed to be \(3^2\).

```lean
/-- The lower dispersive band touches the flat band exactly at the wave vectors where `sin a`
and `sin b` both vanish. -/
theorem band_touching_iff (a b : ℝ) :
    1 - √(radicand a b) = -2 ↔ Real.sin a = 0 ∧ Real.sin b = 0 := by
  have pa := Real.sin_sq_add_cos_sq a
  have pb := Real.sin_sq_add_cos_sq b
  constructor
  · intro h
    have h3 : √(radicand a b) = 3 := by linarith
    have hq := Real.sq_sqrt (kagome_bands a b 0).1
    rw [h3] at hq
    unfold radicand at hq
    -- all three cosines must have modulus one
    have hc := cos_identity a b
    have hz := Real.sin_sq_add_cos_sq (a - b)
    have n1 := sq_nonneg (Real.sin a)
    have n2 := sq_nonneg (Real.sin b)
    have n3 := sq_nonneg (Real.sin (a - b))
    exact ⟨(pow_eq_zero_iff two_ne_zero).mp (by linarith),
      (pow_eq_zero_iff two_ne_zero).mp (by linarith)⟩
  · rintro ⟨ha, hb⟩
    rw [ha] at pa
    rw [hb] at pb
    have hD : radicand a b = 3 ^ 2 := by
      unfold radicand
      rw [Real.cos_sub, ha, hb]
      linear_combination 8 * Real.cos b ^ 2 * pa + 8 * pb
    rw [hD, Real.sqrt_sq (by norm_num)]
    norm_num

end

end KagomeFlatBand
```

```lean
#print axioms KagomeFlatBand.hop_blochWave
#print axioms KagomeFlatBand.kagome_flat_band
#print axioms KagomeFlatBand.flat_band_lowest
#print axioms KagomeFlatBand.band_touching_iff
```

```
'KagomeFlatBand.hop_blochWave' depends on axioms: [propext, Classical.choice, Quot.sound]
'KagomeFlatBand.kagome_flat_band' depends on axioms: [propext, Classical.choice, Quot.sound]
'KagomeFlatBand.flat_band_lowest' depends on axioms: [propext, Classical.choice, Quot.sound]
'KagomeFlatBand.band_touching_iff' depends on axioms: [propext, Classical.choice, Quot.sound]
```

## Phases attached to cells instead of sites

The Bloch wave above takes its phase from the position of each site. If all three sites of a cell carried the phase of the cell, the entry \(2\cos a\) in row 0 would become \(1+e^{-2ia}=2\cos a\,e^{-ia}\), and the others would change similarly. The matrix would be complex Hermitian and periodic in the reciprocal lattice, whereas the real matrix can change signs under a reciprocal-lattice shift. A diagonal unitary matrix relates the two forms, so the bands are the same. The eigenvectors would in general be complex. For complex amplitudes \(y\) the energy form would be \(-2|y|^2\) plus the squared moduli of two triangle sums, \(y_0+y_1+y_2\) and \(y_0+e^{-2ia}y_1+e^{-2ib}y_2\), one for each of the two triangles that meet at a site of sublattice 0.
